# Exchanging neighbouring spins on an open chain keeps the number of up spins and changes the sum of their positions by s_i − s_(i+1)

The declaration concerns configurations of up and down spins on a finite open chain with sites 0, …, n, where s_j is 1 for an up spin at site j and 0 for a down spin. It states that exchanging the spins at sites i and i + 1 leaves the number of up spins unchanged and changes the sum of their positions, ∑ j s_j, by s_i − s_(i+1). The second part is written as an equation between sums of natural numbers, which avoids subtraction. The attempt proves the first part by reindexing a sum of the s_j along the exchange, and the second by reindexing the sum of positions and comparing it term by term.

As first written in Lean, the proof fails:

```lean
import Mathlib

open scoped ComplexConjugate

namespace ExchangeCounts

noncomputable section

/-- Spin configurations on the sites `0, …, n` of an open chain; `true` is an up spin (1). -/
abbrev Config (n : ℕ) := Fin (n + 1) → Bool

variable {n : ℕ}

/-- Exchange of the two spins on bond `i`, which joins the sites `i` and `i + 1`. -/
def exchange (i : Fin n) (s : Config n) : Config n := s ∘ Equiv.swap i.castSucc i.succ

/-- The number of up spins, which fixes the magnetisation. -/
def upCount (s : Config n) : ℕ := Fintype.card {j // s j = true}

/-- The sum of the positions of the up spins, `∑ j s_j`. -/
def moment (s : Config n) : ℕ := ∑ j : Fin (n + 1), (j : ℕ) * (s j).toNat

/-- An exchange keeps the number of up spins and changes `∑ j s_j` by `s_i - s_(i+1)`. -/
theorem exchange_counts (i : Fin n) (s : Config n) :
    upCount (exchange i s) = upCount s ∧
      moment (exchange i s) + (s i.succ).toNat = moment s + (s i.castSucc).toNat := by
  refine ⟨Equiv.sum_comp (Equiv.swap i.castSucc i.succ) (fun j => (s j).toNat), ?_⟩
  have e : moment (exchange i s) =
      ∑ j, ((Equiv.swap i.castSucc i.succ j : Fin (n + 1)) : ℕ) * (s j).toNat := by
    have h := Equiv.sum_comp (Equiv.swap i.castSucc i.succ)
      (fun j => (j : ℕ) * (exchange i s j).toNat)
    simp only [exchange, Function.comp_apply, Equiv.swap_apply_self] at h
    exact h.symm
  have a : ∑ j, (if j = i.succ then (s j).toNat else 0) = (s i.succ).toNat := by simp
  have b : ∑ j, (if j = i.castSucc then (s j).toNat else 0) = (s i.castSucc).toNat := by simp
  have hne : i.castSucc ≠ i.succ := by simp [Fin.ext_iff]
  have hv : (i.succ : ℕ) = (i.castSucc : ℕ) + 1 := by simp
  rw [e, ← a, ← b, moment, ← Finset.sum_add_distrib, ← Finset.sum_add_distrib]
  refine Finset.sum_congr rfl fun j _ => ?_
  by_cases h1 : j = i.castSucc
  · subst h1
    rw [Equiv.swap_apply_left, if_neg hne, if_pos rfl, hv]
    ring
  · by_cases h2 : j = i.succ
    · subst h2
      rw [Equiv.swap_apply_right, if_pos rfl, if_neg hne.symm, hv]
      ring
    · rw [Equiv.swap_apply_of_ne_of_ne h1 h2, if_neg h2, if_neg h1]

end

end ExchangeCounts
```

The error:

```
Main.lean:27:10: error: Application type mismatch: The argument
  Equiv.sum_comp (Equiv.swap i.castSucc i.succ) fun j => (s j).toNat
has type
  ∑ i_1, (s ((Equiv.swap i.castSucc i.succ) i_1)).toNat = ∑ i, (s i).toNat
but is expected to have type
  upCount (exchange i s) = upCount s
in the application
  And.intro (Equiv.sum_comp (Equiv.swap i.castSucc i.succ) fun j => (s j).toNat)
```

The message says that the term given for the first half of the conjunction proves a different equation from the one required. `Equiv.sum_comp` gives an equality of two sums of `(s j).toNat`, but `upCount` is defined as `Fintype.card {j // s j = true}`, the cardinality of a subtype. The two count the same thing, but Lean does not identify them by unfolding definitions, and the attempt supplies no lemma linking the sum to the cardinality.

The repair proves the equality of cardinalities directly. `Fintype.card_congr` derives it from an equivalence between the two subtypes, and `Equiv.subtypeEquiv` builds that equivalence from the swap of the two sites. This needs a proof that a site is up in `exchange i s` exactly when its image under the swap is up in `s`. As `exchange i s` is by definition `s` composed with the swap, the two conditions agree by definition and `Iff.rfl` suffices.

This version goes through:

```diff
@@ -25,5 +25,6 @@
     upCount (exchange i s) = upCount s ∧
       moment (exchange i s) + (s i.succ).toNat = moment s + (s i.castSucc).toNat := by
-  refine ⟨Equiv.sum_comp (Equiv.swap i.castSucc i.succ) (fun j => (s j).toNat), ?_⟩
+  refine ⟨Fintype.card_congr
+    (Equiv.subtypeEquiv (Equiv.swap i.castSucc i.succ) fun _ => Iff.rfl), ?_⟩
   have e : moment (exchange i s) =
       ∑ j, ((Equiv.swap i.castSucc i.succ j : Fin (n + 1)) : ℕ) * (s j).toNat := by
```
